# The long-range Coulomb kernel erf(wr)/r has w-derivative (2/√π) exp(−w²r²), at r = 0 too

The long-range Coulomb kernel is erf(wr)/r for r ≠ 0 and is given the value 2w/√π at r = 0. The theorem `hasDerivAt_kernel` states that, with r held fixed, its derivative in w is (2/√π) exp(−w²r²), for all real w and r. The kernel is a bare function of two real numbers, with no charges or densities attached. The proof treats r = 0 separately, where the kernel is linear in w; for r ≠ 0 it applies the chain rule to erf(wr) and then divides by r.

This version doesn't compile in Lean 4 with Mathlib:

```lean
import Mathlib

open Finset Filter Topology

namespace HasDerivAtKernel

noncomputable section

/-- The error function, `2/√π` times the integral of `exp(-t²)` from `0` to `x`. -/
def erf (x : ℝ) : ℝ := 2 / √Real.pi * ∫ t in (0 : ℝ)..x, Real.exp (-t ^ 2)

/-- The long-range Coulomb kernel `erf(w r)/r`, with the value `2w/√π` at `r = 0`. -/
def kernel (w r : ℝ) : ℝ := if r = 0 then 2 * w / √Real.pi else erf (w * r) / r

/-- The derivative of the error function is `(2/√π) exp(-x²)`. -/
theorem hasDerivAt_erf (x : ℝ) :
    HasDerivAt erf (2 / √Real.pi * Real.exp (-x ^ 2)) x := by
  have hc : Continuous fun t : ℝ => Real.exp (-t ^ 2) := by fun_prop
  exact (hc.integral_hasStrictDerivAt 0 x).hasDerivAt.const_mul (2 / √Real.pi)

/-- At every distance, zero included, the kernel grows with `w` at the rate
`(2/√π) exp(-w² r²)`. -/
theorem hasDerivAt_kernel (w r : ℝ) :
    HasDerivAt (fun v => kernel v r) (2 / √Real.pi * Real.exp (-(w ^ 2 * r ^ 2))) w := by
  by_cases hr : r = 0
  · subst hr
    have h : HasDerivAt (fun v : ℝ => 2 * v / √Real.pi) (2 * 1 / √Real.pi) w :=
      ((hasDerivAt_id' w).const_mul 2).div_const _
    have e : (fun v => kernel v 0) = fun v => 2 * v / √Real.pi := by
      funext v; simp [kernel]
    rw [e]
    exact h.congr_deriv (by simp)
  · have h1 : HasDerivAt (fun v => erf (v * r))
        (2 / √Real.pi * Real.exp (-(w * r) ^ 2) * (1 * r)) w :=
      (hasDerivAt_erf (w * r)).comp w ((hasDerivAt_id' w).mul_const r)
    have h : HasDerivAt (fun v => erf (v * r) / r)
        (2 / √Real.pi * Real.exp (-(w * r) ^ 2) * (1 * r) / r) w := h1.div_const r
    have e : (fun v => kernel v r) = fun v => erf (v * r) / r := by
      funext v; simp [kernel, hr]
    rw [e]
    exact h.congr_deriv (by rw [mul_pow, one_mul, mul_div_assoc, div_self hr, mul_one])

end

end HasDerivAtKernel
```

The error:

```
Main.lean:35:38: error: Application type mismatch: The argument
  HasDerivAt.mul_const (hasDerivAt_id' w) r
has type
  HasDerivAt (fun y => y * r) (1 * r) w
but is expected to have type
  HasDerivAt (fun v => ∫ (t : ℝ) in 0..v * r, Real.exp (-t ^ 2)) (1 * r) w
in the application
  HasDerivAt.comp w ?m.218 (HasDerivAt.mul_const (hasDerivAt_id' w) r)
Main.lean:35:6: error: Application type mismatch: The argument
  hasDerivAt_erf (w * r)
has type
  HasDerivAt erf (2 / √Real.pi * Real.exp (-(w * r) ^ 2)) (w * r)
but is expected to have type
  HasDerivAt (HMul.hMul (2 / √Real.pi)) (2 / √Real.pi * Real.exp (-(w * r) ^ 2))
    (∫ (t : ℝ) in 0..w * r, Real.exp (-t ^ 2))
in the application
  HasDerivAt.comp w (hasDerivAt_erf (w * r))
```

Cause. Both errors come from one wrong choice in the chain rule. `HasDerivAt.comp` differentiates a composite of an outer and an inner function, and here Lean had to work out the two from the goal, `fun v => erf (v * r)`. The split intended was `erf` after multiplication by `r`. But `erf` is itself defined as a constant times an integral, and Lean unfolded it and split the product there: the outer function became multiplication by `2 / √Real.pi`, and the inner one the integral from `0` to `v * r`.

The first message accordingly rejects the derivative of `v * r`, because the derivative of the integral is now expected. The second rejects `hasDerivAt_erf (w * r)`, because a derivative of multiplication by the constant is wanted, taken at the value of the integral.

The repair names both functions, `h₂ := erf` and `h := fun v : ℝ => v * r`, so that Lean no longer has to find the split. The two derivative facts are the same as before, and they now have the types expected.

The mended proof, as a diff:

```diff
@@ -33,5 +33,6 @@
   · have h1 : HasDerivAt (fun v => erf (v * r))
         (2 / √Real.pi * Real.exp (-(w * r) ^ 2) * (1 * r)) w :=
-      (hasDerivAt_erf (w * r)).comp w ((hasDerivAt_id' w).mul_const r)
+      HasDerivAt.comp (h₂ := erf) (h := fun v : ℝ => v * r) w
+        (hasDerivAt_erf (w * r)) ((hasDerivAt_id' w).mul_const r)
     have h : HasDerivAt (fun v => erf (v * r) / r)
         (2 / √Real.pi * Real.exp (-(w * r) ^ 2) * (1 * r) / r) w := h1.div_const r
```
